# A relation between two columns of a density matrix at maximal coherence

Let `γ` be a positive semidefinite complex matrix over a finite set of sites, read as a density matrix with site densities ρ_i = γ_ii; neither its trace nor its occupations are fixed. The theorem `column_relation` says that if the coherence between sites i and k has the largest size positivity allows, |γ_ik|² = ρ_i ρ_k, then γ_ji γ_kk = γ_jk γ_ki for every site j. The proof takes the vector x = γ_kk e_i − γ_ki e_k, where e_i and e_k are the unit vectors of the two sites, and shows that γx vanishes at i and at k. Since x is zero on all other sites, x†γx = 0, and positivity then gives γx = 0, whose j-th entry is the claim.

The first attempt, which Lean rejects:

```lean
import Mathlib

open Matrix
open scoped ComplexOrder

namespace ColumnRelation

noncomputable section

variable {n : Type*}

/-- The site density `ρ_i`, the real part of the diagonal element `γ_ii`. -/
def density (γ : Matrix n n ℂ) (i : n) : ℝ := (γ i i).re

/-- The diagonal elements of a Hermitian density matrix are the real site densities. -/
theorem diag_eq_density {γ : Matrix n n ℂ} (hγ : γ.IsHermitian) (i : n) :
    γ i i = (density γ i : ℂ) :=
  (Complex.conj_eq_iff_re.mp (hγ.apply i i)).symm

/-- For a Hermitian density matrix, `γ_ij γ_ji = |γ_ij|²`. -/
theorem mul_swap_eq {γ : Matrix n n ℂ} (hγ : γ.IsHermitian) (i j : n) :
    γ i j * γ j i = ((‖γ i j‖ ^ 2 : ℝ) : ℂ) := by
  rw [← hγ.apply j i, Complex.star_def, Complex.mul_conj, Complex.normSq_eq_norm_sq]

variable [Fintype n]

/-- If the coherence between sites `i` and `k` of a positive semidefinite density matrix is
maximal, `|γ_ik|² = ρ_i ρ_k`, then columns `i` and `k` satisfy `γ_ji γ_kk = γ_jk γ_ki`. -/
theorem column_relation {γ : Matrix n n ℂ} (hγ : γ.PosSemidef) {i k : n}
    (h : ‖γ i k‖ ^ 2 = density γ i * density γ k) (j : n) :
    γ j i * γ k k = γ j k * γ k i := by
  classical
  obtain ⟨x, hx⟩ : ∃ x : n → ℂ, x = Pi.single i (γ k k) - Pi.single k (γ k i) := ⟨_, rfl⟩
  have hmv : ∀ l, (γ *ᵥ x) l = γ l i * γ k k - γ l k * γ k i := by
    intro l
    simp [hx, Matrix.mulVec_sub, Matrix.mulVec_single]
  have hyi : (γ *ᵥ x) i = 0 := by
    rw [hmv, mul_swap_eq hγ.isHermitian i k, h, diag_eq_density hγ.isHermitian i,
      diag_eq_density hγ.isHermitian k, Complex.ofReal_mul, sub_self]
  have hyk : (γ *ᵥ x) k = 0 := by
    rw [hmv]
    ring
  -- the expectation value of `γ` in `x` vanishes, so `γ` annihilates `x`
  have hq : star x ⬝ᵥ (γ *ᵥ x) = 0 := by
    rw [dotProduct]
    refine Finset.sum_eq_zero fun l _ => ?_
    by_cases hi : l = i
    · rw [hi, hyi, mul_zero]
    by_cases hk : l = k
    · rw [hk, hyk, mul_zero]
    have hxl : x l = 0 := by simp [hx, Pi.single_apply, hi, hk]
    rw [Pi.star_apply, hxl, star_zero, zero_mul]
  have h0 := congrFun ((hγ.dotProduct_mulVec_zero_iff x).mp hq) j
  rw [hmv, Pi.zero_apply] at h0
  exact sub_eq_zero.mp h0

end

end ColumnRelation
```

The compiler's answer:

```
Main.lean:34:64: error: unsolved goals
n : Type u_1
inst✝ : Fintype n
γ : Matrix n n ℂ
hγ : γ.PosSemidef
i k : n
h : ‖γ i k‖ ^ 2 = density γ i * density γ k
j : n
x : n → ℂ
hx : x = Pi.single i (γ k k) - Pi.single k (γ k i)
l : n
⊢ γ k k * γ l i - γ k i * γ l k = γ l i * γ k k - γ l k * γ k i
Main.lean:51:39: warning: This simp argument is unused:
  Pi.single_apply

Hint: Omit it from the simp argument list.
  [apply] simp [hx, hi, hk]

Note: This linter can be disabled with `set_option linter.unusedSimpArgs false`
```

Diagnosis. The error is in `hmv`, the formula for the entries of γx. `simp` works out the product of the matrix with x, but the goal it leaves has `γ k k * γ l i` on the left and `γ l i * γ k k` on the right, and likewise for the second term. The two sides differ only in the order of the factors, and this `simp` call does not reorder them. The added `ring` closes the goal, because multiplication of complex numbers is commutative.

The other two changes are tidying. The warning says that `Pi.single_apply` is unused in the proof of `hxl`: `simp` gets `x l = 0` from `hx`, `hi` and `hk` without it, so it is dropped. The comment now speaks of the quadratic form instead of the expectation value, since x is not normalised and x†γx is in general not an expectation value.

The mended proof, as a diff:

```diff
@@ -35,4 +35,5 @@
     intro l
     simp [hx, Matrix.mulVec_sub, Matrix.mulVec_single]
+    ring
   have hyi : (γ *ᵥ x) i = 0 := by
     rw [hmv, mul_swap_eq hγ.isHermitian i k, h, diag_eq_density hγ.isHermitian i,
@@ -41,5 +42,5 @@
     rw [hmv]
     ring
-  -- the expectation value of `γ` in `x` vanishes, so `γ` annihilates `x`
+  -- the quadratic form of `γ` vanishes at `x`, so `γ` annihilates `x`
   have hq : star x ⬝ᵥ (γ *ᵥ x) = 0 := by
     rw [dotProduct]
@@ -49,5 +50,5 @@
     by_cases hk : l = k
     · rw [hk, hyk, mul_zero]
-    have hxl : x l = 0 := by simp [hx, Pi.single_apply, hi, hk]
+    have hxl : x l = 0 := by simp [hx, hi, hk]
     rw [Pi.star_apply, hxl, star_zero, zero_mul]
   have h0 := congrFun ((hγ.dotProduct_mulVec_zero_iff x).mp hq) j
```
